# Reversing the asymmetry parameter negates the reduced levels of a rigid asymmetric top

A rigid molecule with three different moments of inertia has rotational levels that lie between those of a prolate and an oblate symmetric top. For each angular momentum $J$, one diagonalises $A J_x^2+B J_y^2+C J_z^2$, where $A,B,C$ are the rotational constants and $\hbar=1$. Apart from a constant and a scale, the levels depend on one number $k$, through

$$E(k)=J_x^2+kJ_y^2-J_z^2 .$$

For $J=1$ the three squares are diagonal in the Cartesian basis, and the levels are $k-1,\,0,\,k+1$. Changing the sign of $k$ negates the set. Does this happen for every $J$, with degeneracies preserved?

It does, because a quarter turn about $y$ exchanges $J_x^2$ and $J_z^2$. For a rigid rotor, the reduced levels at negative $k$ therefore follow from those at positive $k$, which also gives a test for a diagonalisation code.

In Lean 4 with Mathlib:

```lean
import Mathlib

open Matrix

namespace AsymmetricTopReflection

noncomputable section
```

## Spin matrices and degeneracies

Let $N=2J$, so that a matrix for spin $J$ acts on $N+1$ states. Half-integer spins are included, although molecular rotation uses integer $J$.

```lean
/-- Complex matrices on the `N + 1` states of a spin `J = N/2`. -/
abbrev SpinMatrix (N : ℕ) := Matrix (Fin (N + 1)) (Fin (N + 1)) ℂ
```

The basis index $i=0,\dots,N$ stands for $m=J-i$. Raising the state with index $j$ gives the state with index $j-1$, with amplitude $\sqrt{(J-m)(J+m+1)}=\sqrt{j(N+1-j)}$, where now $m=J-j$.

```lean
/-- The ladder amplitude `√(j (N + 1 - j))`, for `j ≤ N + 1`. -/
def amp (N j : ℕ) : ℂ := ((Real.sqrt ((j : ℝ) * (N + 1 - j)) : ℝ) : ℂ)

/-- The raising matrix `J₊` for spin `J = N/2`, in the basis `m = J, J - 1, …, -J`. -/
def Jplus (N : ℕ) : SpinMatrix N :=
  Matrix.of fun (i j : Fin (N + 1)) => if (i : ℕ) + 1 = j then amp N j else 0
```

The amplitudes are real, so the lowering matrix $J_-$ is the transpose of $J_+$.

```lean
/-- The lowering matrix `J₋`, the transpose of the real matrix `J₊`. -/
def Jminus (N : ℕ) : SpinMatrix N := (Jplus N)ᵀ
```

With $\mathrm i$ the imaginary unit, $J_x=(J_++J_-)/2$ and $J_y=(J_+-J_-)/(2\mathrm i)$.

```lean
/-- The spin matrix `Jx = (J₊ + J₋)/2`. -/
def Jx (N : ℕ) : SpinMatrix N := (1 / 2 : ℂ) • (Jplus N + Jminus N)

/-- The spin matrix `Jy = (J₊ - J₋)/(2i)`. -/
def Jy (N : ℕ) : SpinMatrix N := (-Complex.I / 2) • (Jplus N - Jminus N)

/-- The spin matrix `Jz`, diagonal with entries `J, J - 1, …, -J`, where `J = N/2`. -/
def Jz (N : ℕ) : SpinMatrix N :=
  Matrix.diagonal fun i : Fin (N + 1) => (N : ℂ) / 2 - ((i : ℕ) : ℂ)
```

These matrices obey the standard commutation relations. The body-fixed components of a molecule obey them with the opposite sign, but replacing every component by its negative restores the standard sign and leaves the squares unchanged.

```lean
/-- The reduced asymmetric-top operator `E(k) = Jx² + k Jy² - Jz²` for spin `N/2`. -/
def reducedTop (N : ℕ) (k : ℝ) : SpinMatrix N := Jx N ^ 2 + (k : ℂ) • Jy N ^ 2 - Jz N ^ 2
```

The multiplicity of a level $\mu$ is the dimension of its eigenspace, which is zero if $\mu$ is not a level. It does not include the further factor $2J+1$ from the orientation of the molecule in space. The definition allows complex $\mu$, although a Hermitian matrix such as $E(k)$ has only real levels.

```lean
/-- The degeneracy of the level `μ` of `H`: the dimension of its eigenspace. -/
def degeneracy {N : ℕ} (H : SpinMatrix N) (μ : ℂ) : ℕ :=
  Module.finrank ℂ (Module.End.eigenspace (Matrix.toLin' H) μ)
```

## Commutators from the ladder products

Each row of $J_+$ or $J_-$ has at most one nonzero entry, so both products are diagonal:

$$(J_+J_-)_{ii}=(i+1)(N-i),\qquad (J_-J_+)_{ii}=i(N+1-i).$$

In the code, `hs` squares the amplitude and `Finset.sum_eq_single` keeps the one surviving term. At the ends of the ladder no term survives, and the formulas give zero there too.

```lean
/-- Both ladder products are diagonal: with `i = J - m`, `J₊J₋` has entries
`(i + 1)(N - i)` and `J₋J₊` has entries `i (N + 1 - i)`. -/
theorem ladder_products (N : ℕ) :
    Jplus N * Jminus N = Matrix.diagonal
      (fun i : Fin (N + 1) => (((i : ℕ) : ℂ) + 1) * (N - ((i : ℕ) : ℂ))) ∧
    Jminus N * Jplus N = Matrix.diagonal
      (fun i : Fin (N + 1) => ((i : ℕ) : ℂ) * (N + 1 - ((i : ℕ) : ℂ))) := by
  have hs : ∀ j : ℕ, j ≤ N + 1 → amp N j * amp N j = (j : ℂ) * (N + 1 - j) := by
    intro j h
    have h' : (j : ℝ) ≤ N + 1 := by exact_mod_cast h
    rw [amp, ← Complex.ofReal_mul,
      Real.mul_self_sqrt (mul_nonneg (Nat.cast_nonneg j) (by linarith))]
    push_cast
    ring
  constructor <;> ext i l <;> rw [Matrix.mul_apply] <;>
    simp only [Jplus, Jminus, Matrix.transpose_apply, Matrix.of_apply]
  · by_cases hi : (i : ℕ) + 1 < N + 1
    · rw [Finset.sum_eq_single (⟨(i : ℕ) + 1, hi⟩ : Fin (N + 1))
        (fun j _ hj => by
          have hn : ¬ (i : ℕ) + 1 = j := fun h => hj (Fin.ext h.symm)
          rw [if_neg hn, zero_mul]) (by simp)]
      rcases eq_or_ne i l with rfl | hil
      · have h := hs _ hi.le
        push_cast at h
        simp only [if_true, Matrix.diagonal_apply_eq]
        linear_combination h
      · have hn : ¬ (l : ℕ) = i := fun h => hil (Fin.ext h.symm)
        simp [hn, hil]
    · have hN : (i : ℕ) = N := by have := i.isLt; omega
      rw [Finset.sum_eq_zero (fun j _ => by
        have hn : ¬ (i : ℕ) + 1 = j := by have := j.isLt; omega
        rw [if_neg hn, zero_mul])]
      simp [Matrix.diagonal_apply, hN]
  · by_cases hi : (i : ℕ) = 0
    · simp [Matrix.diagonal_apply, hi]
    · have e : (i : ℕ) - 1 + 1 = i := by omega
      rw [Finset.sum_eq_single (⟨(i : ℕ) - 1, by have := i.isLt; omega⟩ : Fin (N + 1))
        (fun j _ hj => by
          have hn : ¬ (j : ℕ) + 1 = i := fun h => hj (Fin.ext (by simp only; omega))
          rw [if_neg hn, zero_mul]) (by simp)]
      rcases eq_or_ne i l with rfl | hil
      · simp only [e, if_true, Matrix.diagonal_apply_eq]
        exact hs i i.isLt.le
      · have hn : ¬ (i : ℕ) = l := fun h => hil (Fin.ext h)
        simp [e, hn, hil]
```

The difference of the diagonal entries is $N-2i=2m$, so $[J_+,J_-]=2J_z$. Since $J_+$ raises $m$ by one, $[J_z,J_+]=J_+$, and transposition gives $[J_z,J_-]=-J_-$. These are `h1`, `h2` and `h3`. Expanding $J_x$ and $J_y$ then gives

$$[J_x,J_y]=\tfrac{\mathrm i}{2}[J_+,J_-]=\mathrm iJ_z,\qquad [J_y,J_z]=\tfrac{\mathrm i}{2}(J_++J_-)=\mathrm iJ_x .$$

```lean
/-- The spin matrices satisfy `[Jx, Jy] = i Jz` and `[Jy, Jz] = i Jx`. -/
theorem commutators (N : ℕ) :
    Jx N * Jy N - Jy N * Jx N = Complex.I • Jz N ∧
    Jy N * Jz N - Jz N * Jy N = Complex.I • Jx N := by
  have h1 : Jplus N * Jminus N - Jminus N * Jplus N = (2 : ℂ) • Jz N := by
    rw [(ladder_products N).1, (ladder_products N).2, Jz, Matrix.diagonal_sub,
      ← Matrix.diagonal_smul]
    congr 1
    funext i
    simp only [Pi.smul_apply, smul_eq_mul]
    ring
  have h2 : Jz N * Jplus N - Jplus N * Jz N = Jplus N := by
    ext i j
    rw [Matrix.sub_apply, Jz, Matrix.diagonal_mul, Matrix.mul_diagonal]
    by_cases h : (i : ℕ) + 1 = j
    · have h' : ((j : ℕ) : ℂ) = ((i : ℕ) : ℂ) + 1 := by exact_mod_cast h.symm
      rw [h']
      ring
    · simp only [Jplus, Matrix.of_apply, if_neg h, mul_zero, zero_mul, sub_zero]
  have h3 : Jz N * Jminus N - Jminus N * Jz N = -Jminus N := by
    have h := congrArg Matrix.transpose h2
    have hz : (Jz N)ᵀ = Jz N := Matrix.diagonal_transpose _
    rw [Matrix.transpose_sub, Matrix.transpose_mul, Matrix.transpose_mul, hz] at h
    change Jminus N * Jz N - Jz N * Jminus N = Jminus N at h
    rw [← neg_sub, h]
  constructor
  · simp only [Jx, Jy, Matrix.smul_mul, Matrix.mul_smul, mul_add, add_mul, mul_sub, sub_mul]
    linear_combination (norm := module) (Complex.I / 2) • h1
  · simp only [Jx, Jy, Matrix.smul_mul, Matrix.mul_smul, mul_sub, sub_mul]
    linear_combination (norm := module) (Complex.I / 2) • h2 - (Complex.I / 2) • h3
```

## From rotational constants to one parameter

For $A\ne C$, set $\kappa=(2B-A-C)/(A-C)$, which is Ray's asymmetry parameter. Then

$$AJ_x^2+BJ_y^2+CJ_z^2=\frac{A+C}{2}\,(J_x^2+J_y^2+J_z^2)+\frac{A-C}{2}\,E(\kappa).$$

The coefficients of $J_x^2$ and $J_z^2$ on the right are $A$ and $C$. That of $J_y^2$ is $(A+C)/2+(2B-A-C)/2=B$, for which `hk` does the cancellation. The theorem leaves the total $J^2$ as an operator; its familiar value $J(J+1)$ makes the first term a constant shift. With $A>B>C$, $\kappa$ runs between the prolate limit $-1$ and the oblate limit $1$, and the most asymmetric case $\kappa=0$ means $2B=A+C$.

```lean
/-- For `A ≠ C` the rigid rotor `A Jx² + B Jy² + C Jz²` equals `(A + C)/2` times the total
`J²` plus `(A - C)/2` times `E(κ)`, with Ray's parameter `κ = (2B - A - C)/(A - C)`. -/
theorem rotor_eq_reducedTop (N : ℕ) (A B C : ℝ) (h : A ≠ C) :
    (A : ℂ) • Jx N ^ 2 + (B : ℂ) • Jy N ^ 2 + (C : ℂ) • Jz N ^ 2
      = (((A : ℂ) + C) / 2) • (Jx N ^ 2 + Jy N ^ 2 + Jz N ^ 2)
        + (((A : ℂ) - C) / 2) • reducedTop N ((2 * B - A - C) / (A - C)) := by
  have hne : (A : ℂ) - C ≠ 0 := sub_ne_zero.mpr (by exact_mod_cast h)
  have hk : ((A : ℂ) - C) / 2 * (((2 * B - A - C) / (A - C) : ℝ) : ℂ)
      = (2 * B - A - C) / 2 := by
    push_cast
    field_simp
  simp only [reducedTop, smul_sub, smul_add, smul_smul, hk]
  module
```

## Rotating the quadratic operators

Take matrices with $[B,R]=0$, $[B,P]=Q$ and $[B,Q]=-P$, where $B$ is now a generator and not a rotational constant. Put $M(t)=R+P\cos t+Q\sin t$. Then

$$[B,M(t)]=Q\cos t-P\sin t=M'(t),$$

$$\frac{d}{dt}\left(e^{-tB}M(t)e^{tB}\right)=e^{-tB}\left(-BM+M'+MB\right)e^{tB}=0 .$$

Equating the values at $t=\pi$ and $t=0$ gives $e^{-\pi B}(R-P)e^{\pi B}=R+P$. In the code, `key` is the vanishing derivative, and `is_const_of_deriv_eq_zero` compares the two endpoints. The matrices $V=e^{-\pi B}$ and $W=e^{\pi B}$ satisfy $VW=1$.

```lean
open scoped Matrix.Norms.Operator in
/-- If `[B, R] = 0`, `[B, P] = Q` and `[B, Q] = -P`, then a similarity transformation
carries `R - P` to `R + P`. -/
theorem half_turn {n : Type*} [Fintype n] [DecidableEq n] (B P Q R : Matrix n n ℂ)
    (h0 : B * R - R * B = 0) (h1 : B * P - P * B = Q) (h2 : B * Q - Q * B = -P) :
    ∃ V W : Matrix n n ℂ, V * W = 1 ∧ V * (R - P) * W = R + P := by
  have alg : ∀ V W M M' : Matrix n n ℂ, -B * M + M' + M * B = 0 →
      (V * -B * M + V * M') * W + V * M * (B * W) = 0 := by
    intro V W M M' h
    have e : (V * -B * M + V * M') * W + V * M * (B * W)
        = V * (-B * M + M' + M * B) * W := by noncomm_ring
    rw [e, h, mul_zero, zero_mul]
  -- the rotated operator, seen in the co-rotating frame, does not depend on the angle
  have key : ∀ t : ℝ, HasDerivAt (fun t : ℝ => NormedSpace.exp (t • (-B)) *
      (R + (Real.cos t • P + Real.sin t • Q)) * NormedSpace.exp (t • B)) 0 t := by
    intro t
    have hV := hasDerivAt_exp_smul_const (𝕂 := ℝ) (-B) t
    have hW := hasDerivAt_exp_smul_const' (𝕂 := ℝ) B t
    have hM : HasDerivAt (fun t : ℝ => R + (Real.cos t • P + Real.sin t • Q))
        (-Real.sin t • P + Real.cos t • Q) t :=
      (((Real.hasDerivAt_cos t).smul_const P).fun_add
        ((Real.hasDerivAt_sin t).smul_const Q)).const_add R
    refine ((hV.fun_mul hM).fun_mul hW).congr_deriv (alg _ _ _ _ ?_)
    simp only [mul_add, add_mul, Matrix.mul_smul, Matrix.smul_mul, neg_mul]
    linear_combination (norm := module) (-Real.cos t) • h1 - Real.sin t • h2 - h0
  have h := is_const_of_deriv_eq_zero (fun t => (key t).differentiableAt)
    (fun t => (key t).deriv) Real.pi 0
  have hc : Commute (Real.pi • (-B)) (Real.pi • B) :=
    ((Commute.refl B).neg_left.smul_left _).smul_right _
  refine ⟨NormedSpace.exp (Real.pi • (-B)), NormedSpace.exp (Real.pi • B),
    (Matrix.exp_add_of_commute _ _ hc).symm.trans ?_, by simpa [sub_eq_add_neg] using h⟩
  rw [← smul_add, neg_add_cancel, smul_zero, NormedSpace.exp_zero]
```

For the top, choose

$$B=\tfrac{\mathrm i}{2}J_y,\quad R=kJ_y^2,\quad P=J_z^2-J_x^2,\quad Q=-(J_xJ_z+J_zJ_x).$$

The commutators above give $[B,J_x]=\tfrac12J_z$ and $[B,J_z]=-\tfrac12J_x$. By the product rule for commutators, `leib` in the code,

$$[B,P]=-\tfrac12(J_xJ_z+J_zJ_x)-\tfrac12(J_zJ_x+J_xJ_z)=Q,$$

$$[B,Q]=-\left(\tfrac12J_z^2-\tfrac12J_x^2-\tfrac12J_x^2+\tfrac12J_z^2\right)=-P .$$

Since $E(k)=R-P$ and $R+P=-E(-k)$, we obtain $VE(k)W=-E(-k)$ with $V=e^{-\mathrm i\pi J_y/2}$.

The factor $\tfrac12$ in $B$ is easily lost. The parameter $t=\pi$ is a half turn for the pair $P,Q$ but a quarter turn in space. A spatial turn by $\pi$ would only reverse the signs of $J_x$ and $J_z$, and would return $E(k)$ to itself.

```lean
/-- The operators `E(k)` and `-E(-k)` are similar. -/
theorem reducedTop_similar (N : ℕ) (k : ℝ) :
    ∃ V W : SpinMatrix N, V * W = 1 ∧ V * reducedTop N k * W = -reducedTop N (-k) := by
  obtain ⟨hxy, hyz⟩ := commutators N
  have hI : Complex.I / 2 * Complex.I = -(1 / 2) := by
    linear_combination (1 / 2 : ℂ) * Complex.I_mul_I
  -- half of i Jy generates the rotation of the quadratic operators
  have b0 : ((Complex.I / 2) • Jy N) * ((k : ℂ) • Jy N ^ 2)
      - ((k : ℂ) • Jy N ^ 2) * ((Complex.I / 2) • Jy N) = 0 := by
    simp only [sq, Matrix.smul_mul, Matrix.mul_smul, mul_assoc]
    module
  have b1 : ((Complex.I / 2) • Jy N) * Jx N - Jx N * ((Complex.I / 2) • Jy N)
      = (1 / 2 : ℂ) • Jz N := by
    rw [Matrix.smul_mul, Matrix.mul_smul, ← smul_sub, ← neg_sub, hxy, smul_neg, smul_smul,
      hI, neg_smul, neg_neg]
  have b2 : ((Complex.I / 2) • Jy N) * Jz N - Jz N * ((Complex.I / 2) • Jy N)
      = (-(1 / 2) : ℂ) • Jx N := by
    rw [Matrix.smul_mul, Matrix.mul_smul, ← smul_sub, hyz, smul_smul, hI]
  generalize (Complex.I / 2) • Jy N = B at b0 b1 b2
  have leib : ∀ S T : SpinMatrix N, B * (S * T) - S * T * B
      = (B * S - S * B) * T + S * (B * T - T * B) := by
    intro S T
    noncomm_ring
  have xx := leib (Jx N) (Jx N)
  have zz := leib (Jz N) (Jz N)
  have xz := leib (Jx N) (Jz N)
  have zx := leib (Jz N) (Jx N)
  simp only [b1, b2, Matrix.smul_mul, Matrix.mul_smul] at xx zz xz zx
  obtain ⟨V, W, hV, h⟩ := half_turn B (Jz N * Jz N - Jx N * Jx N)
    (-(Jx N * Jz N + Jz N * Jx N)) ((k : ℂ) • Jy N ^ 2) b0
    (by
      rw [mul_sub, sub_mul]
      linear_combination (norm := module) zz - xx)
    (by
      rw [mul_neg, neg_mul, mul_add, add_mul]
      linear_combination (norm := module) -xz - zx)
  refine ⟨V, W, hV, ?_⟩
  have e1 : reducedTop N k = (k : ℂ) • Jy N ^ 2 - (Jz N * Jz N - Jx N * Jx N) := by
    rw [reducedTop, sq (Jx N), sq (Jz N)]
    abel
  rw [e1, h, reducedTop, sq (Jx N), sq (Jz N), Complex.ofReal_neg]
  module
```

## Equal degeneracies at opposite levels

The similarity can be written $E(-k)V=-VE(k)$, which is `hint`. If $E(k)v=\mu v$, then

$$E(-k)Vv=-VE(k)v=-\mu Vv .$$

So $V$ maps the eigenspace of $E(k)$ at $\mu$ into that of $E(-k)$ at $-\mu$. The map is injective because $WV=1$, which gives one inequality between the dimensions, called `le`. The same inequality applied to $-k$ and $-\mu$ gives the reverse one. The theorem holds for every $N$, every real $k$ and every complex $\mu$.

```lean
/-- The levels of `E(k)` are the negatives of those of `E(-k)`, with the same degeneracies. -/
theorem degeneracy_reflection (N : ℕ) (k : ℝ) (μ : ℂ) :
    degeneracy (reducedTop N k) μ = degeneracy (reducedTop N (-k)) (-μ) := by
  have le : ∀ (k : ℝ) (μ : ℂ),
      degeneracy (reducedTop N k) μ ≤ degeneracy (reducedTop N (-k)) (-μ) := by
    intro k μ
    obtain ⟨V, W, hV, h⟩ := reducedTop_similar N k
    have hW : W * V = 1 := mul_eq_one_comm.mp hV
    have hint : reducedTop N (-k) * V = -(V * reducedTop N k) := by
      rw [← neg_neg (reducedTop N (-k)), ← h, neg_mul, mul_assoc _ W V, hW, mul_one]
    -- V maps one eigenspace injectively into the other
    have hmap : ∀ v ∈ Module.End.eigenspace (Matrix.toLin' (reducedTop N k)) μ,
        Matrix.toLin' V v ∈
          Module.End.eigenspace (Matrix.toLin' (reducedTop N (-k))) (-μ) := by
      intro v hv
      simp only [Module.End.mem_eigenspace_iff, Matrix.toLin'_apply] at hv ⊢
      rw [Matrix.mulVec_mulVec, hint, Matrix.neg_mulVec, ← Matrix.mulVec_mulVec, hv,
        Matrix.mulVec_smul, neg_smul]
    refine LinearMap.finrank_le_finrank_of_injective
      (f := (Matrix.toLin' V).restrict hmap) ?_
    intro v w hvw
    have h1 : V *ᵥ v.1 = V *ᵥ w.1 := congrArg Subtype.val hvw
    have h2 := congrArg (fun u => W *ᵥ u) h1
    simp only [Matrix.mulVec_mulVec, hW, Matrix.one_mulVec] at h2
    exact Subtype.ext h2
  exact le_antisymm (le k μ) (by simpa only [neg_neg] using le (-k) (-μ))
```

At $k=0$ the two operators coincide, so the spectrum is symmetric about zero, with equal degeneracies at $\mu$ and $-\mu$.

```lean
/-- At `k = 0` the levels lie symmetrically about zero, with equal degeneracies. -/
theorem most_asymmetric_symmetric (N : ℕ) (μ : ℂ) :
    degeneracy (reducedTop N 0) μ = degeneracy (reducedTop N 0) (-μ) := by
  simpa only [neg_zero] using degeneracy_reflection N 0 μ
```

## A zero level for integer $J$

For integer $J$ the dimension $2J+1$ is odd, so $\det(-E(0))=-\det E(0)$. The similarity and $\det V\det W=1$ give

$$\det E(0)=\det\left(VE(0)W\right)=\det(-E(0))=-\det E(0).$$

Hence $\det E(0)=0$, and some nonzero vector is annihilated by $E(0)$. In the code `J` is a natural number and the spin matrices are taken at `2 * J`; `hodd` supplies the sign, and `Matrix.exists_mulVec_eq_zero_iff` turns the zero determinant into the vector.

The conclusion does not extend to all half-integer $J$. For $J=\tfrac32$, $E(0)$ splits into two $2\times2$ blocks with diagonal entries $\mp\tfrac32$ and off-diagonal entry $\tfrac{\sqrt3}{2}$. Its levels are $\pm\sqrt{9/4+3/4}=\pm\sqrt3$, each twice, and none is zero. For $J=\tfrac12$, on the other hand, $E(0)$ vanishes altogether.

```lean
/-- For every integer `J` the operator `E(0)` has a nonzero state with eigenvalue zero. -/
theorem most_asymmetric_zero_level (J : ℕ) :
    ∃ v : Fin (2 * J + 1) → ℂ, v ≠ 0 ∧ reducedTop (2 * J) 0 *ᵥ v = 0 := by
  rw [Matrix.exists_mulVec_eq_zero_iff]
  obtain ⟨V, W, hV, h⟩ := reducedTop_similar (2 * J) 0
  have hd := congrArg Matrix.det h
  have hVd := congrArg Matrix.det hV
  rw [Matrix.det_mul, Matrix.det_one] at hVd
  -- in odd dimension the determinant changes sign with the matrix
  have hodd : (-1 : ℂ) ^ (2 * J + 1) = -1 := Odd.neg_one_pow ⟨J, rfl⟩
  rw [neg_zero, Matrix.det_mul, Matrix.det_mul, Matrix.det_neg, Fintype.card_fin, hodd] at hd
  linear_combination (1 / 2 : ℂ) * hd - (1 / 2 : ℂ) * (reducedTop (2 * J) 0).det * hVd

end

end AsymmetricTopReflection
```

```lean
#print axioms AsymmetricTopReflection.rotor_eq_reducedTop
#print axioms AsymmetricTopReflection.most_asymmetric_symmetric
#print axioms AsymmetricTopReflection.most_asymmetric_zero_level
```

```
'AsymmetricTopReflection.rotor_eq_reducedTop' depends on axioms: [propext, Classical.choice, Quot.sound]
'AsymmetricTopReflection.most_asymmetric_symmetric' depends on axioms: [propext, Classical.choice, Quot.sound]
'AsymmetricTopReflection.most_asymmetric_zero_level' depends on axioms: [propext, Classical.choice, Quot.sound]
```
